# The particle-hole map on one- and two-particle matrices is its own inverse

A density-matrix program that has built the one- and two-hole matrices and needs the particle matrices back can call the same conversion routine a second time. This works for any complex input, including an unconverged iterate that belongs to no state.

The orbitals are orthonormal spin orbitals. Let \(g(i,k)\) be a complex matrix on orbitals and \(D(ij,kl)\) a complex matrix on ordered pairs of orbitals. With \(\delta_{ik}\) the Kronecker delta, the map sends \((g,D)\) to \((h,Q)\), where

\[ h(i,k)=\delta_{ik}-g(k,i), \]
\[
\begin{aligned}
Q(ij,kl)={}&\delta_{ik}\delta_{jl}-\delta_{il}\delta_{jk}-\delta_{jl}\,g(k,i)-\delta_{ik}\,g(l,j)\\
&+\delta_{il}\,g(k,j)+\delta_{jk}\,g(l,i)+D(kl,ij).
\end{aligned}
\]

In Lean 4 with Mathlib:

```lean
import Mathlib

open Matrix

namespace ParticleHoleInvolution

noncomputable section

variable {ι : Type*} [DecidableEq ι]
```

The orbital labels form a type `ι`, which may be infinite until sums over orbitals appear.

## Orthonormal orbitals, and nothing asked of g and D

The physical assumptions sit in the definitions: the orbitals are orthonormal, so their overlap is \(\delta_{ik}\), and the signs are those of fermions. Hermiticity, antisymmetry and positivity of \(g\) and \(D\) are not required.

```lean
/-- The Kronecker delta on orbitals, with complex values. -/
def delta (i k : ι) : ℂ := if i = k then 1 else 0

theorem delta_comm (i k : ι) : delta i k = delta k i := by
  simp only [delta, eq_comm]

theorem delta_self (i : ι) : delta i i = 1 := by
  simp [delta]

/-- The one-hole matrix `h(i,k) = δ_ik - g(k,i)`. -/
def holeMatrix (g : Matrix ι ι ℂ) : Matrix ι ι ℂ :=
  Matrix.of fun i k => delta i k - g k i

/-- The two-hole matrix `Q(ij,kl)` as an affine formula in `g` and `D`. -/
def holePair (g : Matrix ι ι ℂ) (D : Matrix (ι × ι) (ι × ι) ℂ) :
    Matrix (ι × ι) (ι × ι) ℂ :=
  Matrix.of fun x y =>
    delta x.1 y.1 * delta x.2 y.2 - delta x.1 y.2 * delta x.2 y.1
      - delta x.2 y.2 * g y.1 x.1 - delta x.1 y.1 * g y.2 x.2
      + delta x.1 y.2 * g y.1 x.2 + delta x.2 y.1 * g y.2 x.1 + D y x

/-- The particle-hole map `(g, D) ↦ (h, Q)`. -/
def particleHole (p : Matrix ι ι ℂ × Matrix (ι × ι) (ι × ι) ℂ) :
    Matrix ι ι ℂ × Matrix (ι × ι) (ι × ι) ℂ :=
  (holeMatrix p.1, holePair p.1 p.2)
```

In `holePair`, `x` stands for the pair \((i,j)\) and `y` for \((k,l)\), so `D y x` is \(D(kl,ij)\).

By hand, the first component returns as \(\delta_{ik}-h(k,i)=\delta_{ik}-\delta_{ki}+g(i,k)=g(i,k)\). For the second, inserting \(h\) into the four one-body terms gives

\[
\begin{aligned}
&-2\delta_{ik}\delta_{jl}+2\delta_{il}\delta_{jk}+\delta_{jl}\,g(i,k)+\delta_{ik}\,g(j,l)\\
&-\delta_{il}\,g(j,k)-\delta_{jk}\,g(i,l),
\end{aligned}
\]

and the last term is

\[
\begin{aligned}
Q(kl,ij)={}&\delta_{ik}\delta_{jl}-\delta_{il}\delta_{jk}-\delta_{jl}\,g(i,k)-\delta_{ik}\,g(j,l)\\
&+\delta_{jk}\,g(i,l)+\delta_{il}\,g(j,k)+D(ij,kl).
\end{aligned}
\]

Adding both to the leading \(\delta_{ik}\delta_{jl}-\delta_{il}\delta_{jk}\) leaves \(D(ij,kl)\).

```lean
/-- The particle-hole map applied twice returns the original pair `(g, D)`,
for arbitrary complex matrices. -/
theorem particleHole_particleHole (g : Matrix ι ι ℂ) (D : Matrix (ι × ι) (ι × ι) ℂ) :
    particleHole (particleHole (g, D)) = (g, D) := by
  refine Prod.ext ?_ ?_
  · ext i k
    simp only [particleHole, holeMatrix, Matrix.of_apply]
    rw [delta_comm k i]
    ring
  · ext ⟨i, j⟩ ⟨k, l⟩
    simp only [particleHole, holeMatrix, holePair, Matrix.of_apply]
    -- the deltas of the second application are the transposed ones of the first
    rw [delta_comm k i, delta_comm l j, delta_comm k j, delta_comm l i]
    ring
```

The proof compares entries in the same way. `delta_comm` supplies \(\delta_{ki}=\delta_{ik}\), and `ring` performs the cancellation. This symmetry is the only property of the delta that is used. If a non-symmetric overlap \(\sigma\) stood in its place, the first component would return as \(g(i,k)+\sigma(i,k)-\sigma(k,i)\).

For a numerical instance, take three orbitals with \(g(1,1)=0.7\), \(g(2,2)=0.4\), \(g(3,2)=0.1\), \(D(12,12)=0.3\) and \(D(13,12)=0.05\). Then \(h(1,1)=0.3\), \(h(2,2)=0.6\), \(h(2,3)=-0.1\), and

\[ Q(12,12)=1-0.7-0.4+0.3=0.2, \]
\[ Q(12,13)=-g(3,2)+D(13,12)=-0.05. \]

The second application gives \(1-0.3-0.6+0.2=0.3\) for the entry \((12,12)\), and \(-h(2,3)+Q(12,13)=0.1-0.05=0.05\) for \((13,12)\). The remaining entries of \(g\) and \(D\) don't enter these values.

## Fermionic anticommutation relations

The formula for \(Q\) comes from fermion statistics. Let \(a_i\) annihilate and \(c_i\) create a particle in orbital \(i\).

```lean
/-- The canonical anticommutation relations for annihilators `a` and creators `c`. -/
structure IsCAR {A : Type*} [Ring A] [Algebra ℂ A] (a c : ι → A) : Prop where
  aa : ∀ i j, a i * a j + a j * a i = 0
  cc : ∀ i j, c i * c j + c j * c i = 0
  ac : ∀ i j, a i * c j + c j * a i = delta i j • (1 : A)
```

`IsCAR` states the relations in any complex algebra `A`. It doesn't require \(c_i\) to be the adjoint of \(a_i\).

The mixed relation, \(a_ic_k=\delta_{ik}-c_ka_i\), moves creators to the left:

\[
\begin{aligned}
a_ia_jc_lc_k&=\delta_{jl}\,a_ic_k-(a_ic_l)(a_jc_k)\\
&=\delta_{jl}(\delta_{ik}-c_ka_i)-(\delta_{il}-c_la_i)(\delta_{jk}-c_ka_j).
\end{aligned}
\]

Expanding the last product leaves one term that is not yet ordered:

\[ c_la_ic_ka_j=\delta_{ik}\,c_la_j-c_lc_ka_ia_j=\delta_{ik}\,c_la_j-c_kc_la_ja_i. \]

The final equality exchanges the two creators and the two annihilators, and the two signs cancel. Collecting terms gives

\[
\begin{aligned}
a_ia_jc_lc_k={}&\delta_{ik}\delta_{jl}-\delta_{il}\delta_{jk}-\delta_{jl}\,c_ka_i-\delta_{ik}\,c_la_j\\
&+\delta_{il}\,c_ka_j+\delta_{jk}\,c_la_i+c_kc_la_ja_i.
\end{aligned}
\]

```lean
/-- Normal ordering of two annihilators followed by two creators. -/
theorem normal_order {A : Type*} [Ring A] [Algebra ℂ A] {a c : ι → A}
    (h : IsCAR a c) (i j k l : ι) :
    a i * a j * c l * c k =
      (delta i k * delta j l - delta i l * delta j k) • (1 : A)
        - delta j l • (c k * a i) - delta i k • (c l * a j)
        + delta i l • (c k * a j) + delta j k • (c l * a i)
        + c k * c l * a j * a i := by
  have key : ∀ i j, a i * c j = delta i j • (1 : A) - c j * a i :=
    fun i j => eq_sub_of_add_eq (h.ac i j)
  have sc : c l * c k = -(c k * c l) := eq_neg_of_add_eq_zero_left (h.cc l k)
  have sa : a i * a j = -(a j * a i) := eq_neg_of_add_eq_zero_left (h.aa i j)
  -- the quartic term, where two sign changes cancel
  have last : c l * a i * (c k * a j)
      = delta i k • (c l * a j) - c k * c l * a j * a i := by
    calc c l * a i * (c k * a j) = c l * (a i * c k) * a j := by
          simp only [mul_assoc]
      _ = delta i k • (c l * a j) - (c l * c k) * (a i * a j) := by
          rw [key i k]
          simp only [mul_sub, sub_mul, mul_smul_comm, smul_mul_assoc, mul_one, mul_assoc]
      _ = _ := by
          rw [sc, sa]
          simp only [neg_mul_neg, mul_assoc]
  calc a i * a j * c l * c k = a i * (a j * c l) * c k := by simp only [mul_assoc]
    _ = delta j l • (a i * c k) - (a i * c l) * (a j * c k) := by
        rw [key j l]
        simp only [mul_sub, sub_mul, mul_smul_comm, smul_mul_assoc, mul_one, mul_assoc]
    _ = delta j l • (delta i k • (1 : A) - c k * a i)
        - (delta i l • (1 : A) - c l * a i) * (delta j k • (1 : A) - c k * a j) := by
        rw [key i k, key i l, key j k]
    _ = _ := by
        simp only [sub_mul, mul_sub, smul_mul_assoc, mul_smul_comm, one_mul, mul_one, last]
        module
```

In the proof, `key` is the mixed relation, `sc` and `sa` are the two exchanges, and `last` is the unordered term. The closing `module` collects the scalar multiples.

Without the relations among creators and among annihilators, the quartic term would stay \(c_lc_ka_ia_j\), and \(Q\) would contain \(D(lk,ji)\) instead of \(D(kl,ij)\). With bosonic commutators in place of the mixed relation, the one-body formula would become \(\delta_{ik}+g(k,i)\).

## A normalised linear functional

Expectation values turn the operator identity into one between matrices. A functional \(\omega\) assigns a complex number to each operator, and the particle matrices are \(g(i,k)=\omega(c_ia_k)\) and \(D(ij,kl)=\omega(c_ic_ja_la_k)\).

```lean
/-- The matrices `ω(c_i a_k)` and `ω(c_i c_j a_l a_k)` of a linear functional `ω`. -/
def densityMatrices {A : Type*} [Ring A] [Algebra ℂ A] (c a : ι → A) (ω : A →ₗ[ℂ] ℂ) :
    Matrix ι ι ℂ × Matrix (ι × ι) (ι × ι) ℂ :=
  (Matrix.of fun i k => ω (c i * a k),
   Matrix.of fun x y => ω (c x.1 * c x.2 * a y.2 * a y.1))
```

The first operator argument of `densityMatrices` takes the creators' place. Writing `densityMatrices a c ω` therefore exchanges the roles and gives the hole matrices \(\omega(a_ic_k)\) and \(\omega(a_ia_jc_lc_k)\).

```lean
/-- For a normalised functional on operators obeying the anticommutation relations, the
particle-hole map exchanges the roles of creators and annihilators in the density matrices. -/
theorem particleHole_densityMatrices {A : Type*} [Ring A] [Algebra ℂ A] {a c : ι → A}
    (h : IsCAR a c) (ω : A →ₗ[ℂ] ℂ) (hω : ω 1 = 1) :
    particleHole (densityMatrices c a ω) = densityMatrices a c ω := by
  refine Prod.ext ?_ ?_
  · ext i k
    simp only [particleHole, densityMatrices, holeMatrix, Matrix.of_apply]
    rw [eq_sub_of_add_eq (h.ac i k)]
    simp only [map_sub, map_smul, smul_eq_mul, hω, mul_one]
  · ext ⟨i, j⟩ ⟨k, l⟩
    simp only [particleHole, densityMatrices, holePair, Matrix.of_apply]
    rw [normal_order h i j k l]
    simp only [map_add, map_sub, map_smul, smul_eq_mul, hω, mul_one]
```

By hand, one applies \(\omega\) to the mixed relation and to the normal-ordered identity. Linearity distributes it over the terms, and \(\omega(1)=1\) evaluates the constants; the proof does this with `map_add`, `map_sub`, `map_smul` and `hω`. If \(\omega(1)=z\), the one-hole matrix is \(z\delta_{ik}-g(k,i)\), which differs from \(h\) on the diagonal when \(z\neq1\). Positivity of \(\omega\) is not needed, so \(\omega(X)=\langle\Phi|X|\Psi\rangle/\langle\Phi|\Psi\rangle\) is covered too, provided the two states are not orthogonal.

Two modes in the doubly occupied state give a concrete case.

```lean
/-- Jordan-Wigner annihilators of two modes in the basis `|00⟩, |01⟩, |10⟩, |11⟩`. -/
def jw : Fin 2 → Matrix (Fin 4) (Fin 4) ℂ :=
  ![!![0, 0, 1, 0; 0, 0, 0, 1; 0, 0, 0, 0; 0, 0, 0, 0],
    !![0, 1, 0, 0; 0, 0, 0, 0; 0, 0, 0, -1; 0, 0, 0, 0]]

/-- The expectation value in the state `|11⟩`. -/
def fullState : Matrix (Fin 4) (Fin 4) ℂ →ₗ[ℂ] ℂ where
  toFun M := M 3 3
  map_add' _ _ := rfl
  map_smul' _ _ := rfl

set_option maxHeartbeats 400000 in
/-- The two Jordan-Wigner modes and their adjoints obey the anticommutation relations, and
the expectation value in `|11⟩` is normalised. -/
theorem particleHole_densityMatrices_witness :
    IsCAR jw (fun i => (jw i)ᴴ) ∧ fullState 1 = 1 := by
  have haa : ∀ i j, jw i * jw j + jw j * jw i = 0 := by
    intro i j
    ext r s
    fin_cases i <;> fin_cases j <;> fin_cases r <;> fin_cases s <;>
      simp [jw]
  have hone : fullState 1 = 1 := by
    show (1 : Matrix (Fin 4) (Fin 4) ℂ) 3 3 = 1
    exact Matrix.one_apply_eq 3
  refine ⟨⟨haa, ?_, ?_⟩, hone⟩
  · -- the adjoint of the relation between annihilators
    intro i j
    have := congrArg Matrix.conjTranspose (haa j i)
    simpa only [Matrix.conjTranspose_add, Matrix.conjTranspose_mul,
      Matrix.conjTranspose_zero] using this
  · intro i j
    ext r s
    -- write out the entries before inserting the explicit matrices
    simp only [Matrix.add_apply, Matrix.mul_apply, Matrix.conjTranspose_apply,
      Matrix.smul_apply, Matrix.one_apply, Fin.sum_univ_four]
    fin_cases i <;> fin_cases j <;> fin_cases r <;> fin_cases s <;>
      simp [jw, delta]
```

The matrices act on the basis \(|00\rangle,|01\rangle,|10\rangle,|11\rangle\), and the entry \(-1\) is the Jordan–Wigner sign. The relations between annihilators and the mixed relations are checked entry by entry, and those between creators follow by taking adjoints.

## A definite particle number in finitely many orbitals

For \(r\) orbitals, a state with exactly \(N\) particles satisfies

\[ \sum_i g(i,i)=N,\qquad \sum_j D(ij,kj)=(N-1)\,g(i,k). \]

This fixes the normalisation in which \(D\) has trace \(N(N-1)\).

```lean
/-- The trace and contraction conditions for particle number `N`:
`∑ g(i,i) = N` and `∑_j D(ij,kj) = (N - 1) g(i,k)`. -/
def HasNumber [Fintype ι] (N : ℂ) (p : Matrix ι ι ℂ × Matrix (ι × ι) (ι × ι) ℂ) : Prop :=
  ∑ i, p.1 i i = N ∧ ∀ i k, ∑ j, p.2 (i, j) (k, j) = (N - 1) * p.1 i k
```

`HasNumber` allows a complex \(N\). Its two conditions are necessary for an \(N\)-particle state but don't make \((g,D)\) representable.

By hand, the trace of \(h\) is \(r-N\). Setting \(l=j\) in \(Q\) and summing over \(j\) gives

\[
\begin{aligned}
\sum_jQ(ij,kj)={}&r\,\delta_{ik}-\delta_{ik}-r\,g(k,i)-N\delta_{ik}\\
&+2g(k,i)+(N-1)\,g(k,i)\\
={}&(r-N-1)\,h(i,k).
\end{aligned}
\]

```lean
/-- If `(g, D)` meets the conditions for `N` particles in `r` orbitals, then `(h, Q)` meets
them for `r - N`. -/
theorem HasNumber.particleHole [Fintype ι] {N : ℂ} {g : Matrix ι ι ℂ}
    {D : Matrix (ι × ι) (ι × ι) ℂ} (h : HasNumber N (g, D)) :
    HasNumber ((Fintype.card ι : ℂ) - N) (particleHole (g, D)) := by
  have hN : ∑ i, g i i = N := h.1
  have hD : ∀ i k, ∑ j, D (i, j) (k, j) = (N - 1) * g i k := h.2
  refine ⟨?_, fun i k => ?_⟩
  · simp [ParticleHoleInvolution.particleHole, holeMatrix, delta_self,
      Finset.sum_sub_distrib, hN]
  · -- the sum over the second orbital, term by term
    have e1 : ∑ j, delta i j * delta j k = delta i k := by simp [delta]
    have e2 : ∑ j, delta i j * g k j = g k i := by simp [delta]
    have e3 : ∑ j, delta j k * g j i = g k i := by simp [delta]
    have e4 : ∑ j : ι, delta j j * g k i = (Fintype.card ι : ℂ) * g k i := by
      simp [delta_self]
    have e5 : ∑ j : ι, delta i k * delta j j = (Fintype.card ι : ℂ) * delta i k := by
      simp [delta_self]
    have e6 : ∑ j, delta i k * g j j = delta i k * N := by rw [← Finset.mul_sum, hN]
    simp only [ParticleHoleInvolution.particleHole, holeMatrix, holePair, Matrix.of_apply,
      Finset.sum_add_distrib, Finset.sum_sub_distrib, e1, e2, e3, e4, e5, e6, hD k i]
    ring
```

The equations `e1` to `e6` evaluate the sums that contain deltas, and `hD k i` contracts \(D\). Finiteness enters through \(r\), which has no finite value for an infinite orbital set. If the trace of \(g\) were \(T\neq N\), the trace of \(h\) would be \(r-T\), and the conditions for \(r-N\) would fail.

```lean
/-- The conditions for `N` particles hold for `(g, D)` exactly when those for `r - N` hold
for `(h, Q)`, with `r` the number of orbitals. -/
theorem hasNumber_iff [Fintype ι] (N : ℂ) (g : Matrix ι ι ℂ)
    (D : Matrix (ι × ι) (ι × ι) ℂ) :
    HasNumber N (g, D) ↔ HasNumber ((Fintype.card ι : ℂ) - N) (particleHole (g, D)) := by
  refine ⟨fun h => h.particleHole, fun h => ?_⟩
  -- apply the forward direction once more and use the involution
  have h2 := HasNumber.particleHole (g := (particleHole (g, D)).1)
    (D := (particleHole (g, D)).2) h
  have h3 : HasNumber ((Fintype.card ι : ℂ) - ((Fintype.card ι : ℂ) - N))
      (particleHole (particleHole (g, D))) := h2
  rwa [particleHole_particleHole, sub_sub_cancel] at h3
```

The converse needs no second summation. The forward result, applied to \((h,Q)\), gives the conditions for \(r-(r-N)=N\) on the twice-mapped pair, which is \((g,D)\). In a density-matrix calculation with orthonormal orbitals, these linear constraints can thus be imposed on either the particle or the hole matrices.

## Pair matrices that factorise

For a Slater determinant, the pair matrix is an antisymmetrised product of one-particle matrices:

\[ D(ij,kl)=g(i,k)g(j,l)-g(i,l)g(j,k). \]

```lean
/-- A one-particle matrix `g` with the pair matrix `g(i,k) g(j,l) - g(i,l) g(j,k)`. -/
def wickPair (g : Matrix ι ι ℂ) : Matrix ι ι ℂ × Matrix (ι × ι) (ι × ι) ℂ :=
  (g, Matrix.of fun x y => g x.1 y.1 * g x.2 y.2 - g x.1 y.2 * g x.2 y.1)
```

Multiplying out \(h(i,k)h(j,l)-h(i,l)h(j,k)\) produces the delta and one-body terms of \(Q\), together with \(g(k,i)g(l,j)-g(k,j)g(l,i)=D(kl,ij)\). The hole pair matrix therefore factorises through \(h\).

```lean
/-- The particle-hole map sends the antisymmetrised product built from `g` to the one built
from `h`. -/
theorem particleHole_wickPair (g : Matrix ι ι ℂ) :
    particleHole (wickPair g) = wickPair (holeMatrix g) := by
  refine Prod.ext rfl ?_
  ext ⟨i, j⟩ ⟨k, l⟩
  simp only [particleHole, wickPair, holeMatrix, holePair, Matrix.of_apply]
  ring
```

The factorised form is the only hypothesis here, and `ring` carries out the expansion for any complex \(g\). A correlation part added to \(D\) would reappear in \(Q\) with its pair indices transposed.

The number conditions ask for more. Contracting the product gives \(N\,g-g^2\), which equals \((N-1)g\) only if \(g^2=g\), meaning that \(g\) is a projector. Occupations of one on a set \(S\) of orbitals and zero elsewhere satisfy this.

```lean
/-- The diagonal one-particle matrix with occupation one on `S` and zero elsewhere. -/
def occupation (S : Finset ι) : Matrix ι ι ℂ :=
  Matrix.diagonal fun i => if i ∈ S then 1 else 0

/-- The antisymmetrised product built from the occupation of `S` meets the conditions for
particle number `|S|`. -/
theorem hasNumber_witness [Fintype ι] (S : Finset ι) :
    HasNumber (S.card : ℂ) (wickPair (occupation S)) := by
  have ht : ∑ i, occupation S i i = (S.card : ℂ) := by simp [occupation]
  have hsq : occupation S * occupation S = occupation S := by
    simp [occupation, Matrix.diagonal_mul_diagonal]
  refine ⟨ht, fun i k => ?_⟩
  simp only [wickPair, Matrix.of_apply]
  rw [Finset.sum_sub_distrib, ← Finset.mul_sum, ht, ← Matrix.mul_apply, hsq]
  ring

end

end ParticleHoleInvolution
```

Here `ht` is the trace and `hsq` the projector property. With fractional occupations `hsq` fails, and so does the contraction condition for the factorised pair matrix.

```lean
#print axioms ParticleHoleInvolution.particleHole_densityMatrices
-- 'ParticleHoleInvolution.particleHole_densityMatrices' depends on axioms: [propext, Classical.choice, Quot.sound]
#print axioms ParticleHoleInvolution.hasNumber_iff
-- 'ParticleHoleInvolution.hasNumber_iff' depends on axioms: [propext, Classical.choice, Quot.sound]
#print axioms ParticleHoleInvolution.particleHole_wickPair
-- 'ParticleHoleInvolution.particleHole_wickPair' depends on axioms: [propext, Classical.choice, Quot.sound]
```
